# On a finite closed oriented triangle mesh, the face overlap products multiply to a nonnegative real

If the Berry phases of the triangles making up a closed surface could add up to any real number, a Chern number computed from finitely many eigenvectors would in general not be an integer. An integer would then be expected in the limit of fine meshes. Nor does the phase of a single overlap between different eigenvectors mean anything by itself, because a diagonalisation routine returns each eigenvector with an arbitrary phase.

The total is in fact restricted on any mesh, coarse or fine. For each triangle, multiply the three overlaps met on going once around it. The product of these numbers over all faces of a finite closed oriented mesh is real and nonnegative. If no overlap along an edge vanishes, the phases of the faces therefore sum to an integer multiple of $2\pi$. This bears on Chern numbers computed for a single isolated band of a two-dimensional non-interacting crystal, where the mesh triangulates the Brillouin zone and the Bloch Hamiltonian is periodic in the reciprocal lattice, so that one eigenvector serves all copies of a vertex.

## Twelve overlaps on six edges

Let $u_0,u_1,u_2,u_3$ be vectors in a complex inner-product space, with $\langle x,y\rangle$ antilinear in $x$ and linear in $y$. To three vectors assign

$$T(x,y,z)=\langle x,y\rangle\langle y,z\rangle\langle z,x\rangle .$$

If $x,y,z$ are multiplied by phase factors $a,b,c$, the three overlaps acquire the factors $\bar a b$, $\bar b c$ and $\bar c a$. Their product is $|a|^2|b|^2|c|^2=1$, so $T$ does not depend on the phases chosen for the vectors.

Place the vectors at the corners of a tetrahedron with oriented faces $(0,1,2)$, $(0,2,3)$, $(0,3,1)$ and $(1,3,2)$. Writing $s_{ij}=\langle u_i,u_j\rangle$, the four face products are

$$s_{01}s_{12}s_{20},\qquad s_{02}s_{23}s_{30},\qquad s_{03}s_{31}s_{10},\qquad s_{13}s_{32}s_{21}.$$

Each of the six edges occurs twice among these twelve factors, once in each direction. Since $s_{ji}=\overline{s_{ij}}$, each pair contributes $s_{ij}s_{ji}=|s_{ij}|^2$. The product of the four faces is therefore

$$|s_{01}|^2|s_{02}|^2|s_{03}|^2|s_{12}|^2|s_{13}|^2|s_{23}|^2\ \ge 0 .$$

Only the pairing of directions was used. The same regrouping works on every finite mesh in which each edge is traversed exactly once each way by the sides of the faces.

## From a positive product to an integer

Let $z_f$ be the overlap product of face $f$, and let $\varphi_f\in(-\pi,\pi]$ be its principal argument. Write $z_f=|z_f|e^{i\varphi_f}$ and multiply over the faces:

$$\prod_f z_f=\Big(\prod_f|z_f|\Big)\,e^{i\Phi},\qquad \Phi=\sum_f\varphi_f .$$

If no edge overlap vanishes, the left side is a positive real number $r$. Taking moduli gives $\prod_f|z_f|=r$, and dividing by $r$ leaves $e^{i\Phi}=1$. Hence $\Phi=2\pi n$ for some integer $n$. The integer need not be zero, because each $\varphi_f$ is reduced to the principal interval separately, before the sum is taken.

## One orthogonal pair is enough to spoil the sum

Take the normalised vectors

$$u_0=(1,0),\quad u_1=(0,1),\quad u_2=\tfrac{1}{\sqrt2}(1,1),\quad u_3=\tfrac{1}{\sqrt2}(1,i).$$

Here $s_{01}=0$, while the other five edge overlaps are nonzero. The faces $(0,1,2)$ and $(0,3,1)$ have product zero, and thus no phase of their own; Lean's convention assigns them the argument $0$. The other two faces give

$$s_{02}s_{23}s_{30}=\tfrac{1+i}{4},\qquad s_{13}s_{32}s_{21}=\tfrac{i(1-i)}{4}=\tfrac{1+i}{4}.$$

Each has argument $\pi/4$, so the sum is $\pi/2$, which is not a multiple of $2\pi$. Nonvanishing of five of the six overlaps is thus not sufficient. The product identity still holds for these vectors, with both sides zero.

## Vectors, triangles and closed meshes in Lean

The state space `H` is any complex inner-product space, of finite or infinite dimension.

```lean
import Mathlib

open scoped InnerProductSpace ComplexConjugate

namespace ClosedSurfaceFlux

variable {H : Type*} [NormedAddCommGroup H] [InnerProductSpace ℂ H]
```

The overlap `⟪x, y⟫_ℂ` follows the physicists' convention, antilinear in the first slot. The function `triangle` is $T$, known in physics as the three-vertex Bargmann invariant. Many texts define the discrete Berry phase as minus its argument; that choice replaces $n$ by $-n$ below.

```lean
/-- The triangular overlap product `⟨x,y⟩⟨y,z⟩⟨z,x⟩` of three state vectors. -/
noncomputable def triangle (x y z : H) : ℂ :=
  ⟪x, y⟫_ℂ * ⟪y, z⟫_ℂ * ⟪z, x⟫_ℂ
```

The vectors need not be normalised. For nonzero vectors, dividing $T(x,y,z)$ by $\|x\|^2\|y\|^2\|z\|^2$ gives its value for the normalised states, and this leaves the phase unchanged.

A closed surface enters only through its combinatorics. The type `V` labels the vertices, `F` the faces and `E` the edges. Each face has three corners, listed by `vert`, and each edge has a reference direction from `src` to `tgt`.

```lean
/-- A closed oriented triangle mesh with vertices `V`, faces `F` and edges `E`: the sides of the
faces correspond one to one to the edges taken in each of their two directions. Side `k` of a face
runs from its corner `k` to its corner `k + 1`, cyclically. -/
structure ClosedMesh (V F E : Type*) where
  vert : F → Fin 3 → V
  src : E → V
  tgt : E → V
  side : E × Bool → F × Fin 3
  bij : Function.Bijective side
  fwd_start : ∀ e, vert (side (e, true)).1 (side (e, true)).2 = src e
  fwd_end : ∀ e, vert (side (e, true)).1 ((side (e, true)).2 + 1) = tgt e
  bwd_start : ∀ e, vert (side (e, false)).1 (side (e, false)).2 = tgt e
  bwd_end : ∀ e, vert (side (e, false)).1 ((side (e, false)).2 + 1) = src e
```

The map `side` takes an edge with a direction, `true` for forward and `false` for backward, to a face and the number of one of its sides. The field `bij` expresses both closure and consistent orientation: every side of every face is used, and each edge is used once in each direction. The last four fields make the end points agree. The sum `k + 1` is taken in `Fin 3`, so side 2 returns to corner 0. Connectedness is not required, and neither is a regular neighbourhood at each vertex, so two surfaces touching at a point also qualify.

A family `u : V → H` attaches one vector to each vertex, and `face` evaluates $T$ at the corners of a face.

```lean
/-- The triangular overlap product around one face of a mesh whose vertices carry the
state vectors `u`. -/
noncomputable def ClosedMesh.face {V F E : Type*} (M : ClosedMesh V F E) (u : V → H)
    (f : F) : ℂ :=
  triangle (u (M.vert f 0)) (u (M.vert f 1)) (u (M.vert f 2))
```

The tetrahedron is written out as tables. Edges are numbered 0 to 5 in the order 01, 02, 03, 12, 13, 23. The first entries of the two lists in `side`, for example, say that edge 01 is side 0 of face 0 when run forward, and side 2 of face 2, which is $(0,3,1)$, when run backward.

```lean
/-- The tetrahedron with oriented faces (0,1,2), (0,2,3), (0,3,1), (1,3,2) and edges
01, 02, 03, 12, 13, 23. -/
def tetrahedron : ClosedMesh (Fin 4) (Fin 4) (Fin 6) where
  vert := ![![0, 1, 2], ![0, 2, 3], ![0, 3, 1], ![1, 3, 2]]
  src := ![0, 0, 0, 1, 1, 2]
  tgt := ![1, 2, 3, 2, 3, 3]
  side := fun p => cond p.2
    ((![(0, 0), (1, 0), (2, 0), (0, 1), (3, 0), (1, 1)] : Fin 6 → Fin 4 × Fin 3) p.1)
    ((![(2, 2), (0, 2), (1, 2), (3, 2), (2, 1), (3, 1)] : Fin 6 → Fin 4 × Fin 3) p.1)
  bij := by decide
  fwd_start := by decide
  fwd_end := by decide
  bwd_start := by decide
  bwd_end := by decide
```

All the conditions concern finitely many cases, and `decide` checks them by evaluation.

## Phase factors cancel at each corner

The hypotheses `‖a‖ = 1`, `‖b‖ = 1` and `‖c‖ = 1` say that the three scalars are pure phase factors, which may be chosen independently.

```lean
/-- The triangular overlap product does not change when the three state vectors are
multiplied by independent phase factors. -/
theorem triangle_gauge_invariant (x y z : H) {a b c : ℂ}
    (ha : ‖a‖ = 1) (hb : ‖b‖ = 1) (hc : ‖c‖ = 1) :
    triangle (a • x) (b • y) (c • z) = triangle x y z := by
  have phase : ∀ w : ℂ, ‖w‖ = 1 → conj w * w = 1 := by
    intro w hw
    rw [mul_comm, Complex.mul_conj, Complex.normSq_eq_norm_sq, hw]
    norm_num
  -- each phase meets its own conjugate
  calc triangle (a • x) (b • y) (c • z)
      = (conj a * a) * (conj b * b) * (conj c * c) * triangle x y z := by
        simp only [triangle, inner_smul_left, inner_smul_right]
        ring
    _ = triangle x y z := by
        rw [phase a ha, phase b hb, phase c hc]
        ring
```

The auxiliary statement `phase` is $\bar w w=1$ for $|w|=1$. The first step of the calculation pulls the scalars out of the inner products, with a conjugate on the left slot, and collects each phase with its own conjugate. The second replaces the three pairs by 1. Since this applies to every face, the face phases do not depend on the phases returned by a diagonalisation, and neither does their sum.

## Regrouping face sides by edges

The pairing of the two directions of an edge is a separate lemma. It writes the reversed overlap as a complex conjugate and uses $s\bar s=|s|^2$.

```lean
/-- An overlap times the overlap taken in the reverse direction is the squared modulus
of the overlap. -/
theorem overlap_mul_reverse (x y : H) :
    ⟪x, y⟫_ℂ * ⟪y, x⟫_ℂ = ((‖⟪x, y⟫_ℂ‖ ^ 2 : ℝ) : ℂ) := by
  rw [← inner_conj_symm y x, Complex.mul_conj, Complex.normSq_eq_norm_sq]
```

The general product identity has the product over faces on the left. On the right is a real number, the product of squared moduli over edges, regarded as a complex number. The equation therefore contains the reality of the left side, and nonnegativity is visible from the squares. The sets of faces and edges are finite.

```lean
/-- On a finite closed oriented mesh, the product of the triangular overlap products over all
faces equals the product of the squared overlap moduli over all edges. -/
theorem closed_product {V F E : Type*} [Fintype F] [Fintype E]
    (M : ClosedMesh V F E) (u : V → H) :
    ∏ f, M.face u f = ((∏ e, ‖⟪u (M.src e), u (M.tgt e)⟫_ℂ‖ ^ 2 : ℝ) : ℂ) := by
  let g : F × Fin 3 → ℂ := fun p => ⟪u (M.vert p.1 p.2), u (M.vert p.1 (p.2 + 1))⟫_ℂ
  calc ∏ f, M.face u f = ∏ p, g p := by
        -- split each face into its three sides
        rw [Fintype.prod_prod_type]
        refine Finset.prod_congr rfl fun f _ => ?_
        rw [Fin.prod_univ_three]
        rfl
    _ = ∏ q, g (M.side q) := (Function.Bijective.prod_comp M.bij g).symm
    _ = _ := by
        -- regroup the sides by edges: each edge occurs once in each direction
        rw [Fintype.prod_prod_type, Complex.ofReal_prod]
        refine Finset.prod_congr rfl fun e _ => ?_
        simp only [g, Fintype.prod_bool, M.fwd_start, M.fwd_end, M.bwd_start, M.bwd_end]
        exact overlap_mul_reverse _ _
```

The function `g` gives the overlap along one side of one face. The first step splits each $T$ into its three sides, turning a product over faces into a product over pairs of face and side. The second changes variables through the bijection `M.bij`, so that the product runs over edges with a direction. In the third, the end-point conditions identify the two factors of each edge as an overlap and its reverse, and `overlap_mul_reverse` finishes the pairing.

Applied to the tetrahedron, this is the identity of twelve overlaps derived above.

```lean
/-- For four state vectors, the product of the triangular overlap products over the oriented
faces of the tetrahedron equals the product of the squared overlap moduli over its six edges. -/
theorem tetrahedron_product (u : Fin 4 → H) :
    triangle (u 0) (u 1) (u 2) * triangle (u 0) (u 2) (u 3) *
      triangle (u 0) (u 3) (u 1) * triangle (u 1) (u 3) (u 2) =
    ((‖⟪u 0, u 1⟫_ℂ‖ ^ 2 * ‖⟪u 0, u 2⟫_ℂ‖ ^ 2 * ‖⟪u 0, u 3⟫_ℂ‖ ^ 2 *
      ‖⟪u 1, u 2⟫_ℂ‖ ^ 2 * ‖⟪u 1, u 3⟫_ℂ‖ ^ 2 * ‖⟪u 2, u 3⟫_ℂ‖ ^ 2 : ℝ) : ℂ) := by
  have h := closed_product tetrahedron u
  rw [Fin.prod_univ_four, Fin.prod_univ_six] at h
  exact h
```

The proof writes out the products over four faces and six edges; evaluating the tables then gives the displayed formula. For normalised states, the right side is the product of the six transition probabilities.

The sign statement names the product of the four faces `P` and says that its imaginary part is zero and its real part nonnegative. It holds for all choices of four vectors, orthogonal pairs and zero vectors included.

```lean
/-- The product of the four triangular overlap products of a tetrahedron is a nonnegative
real number. -/
theorem tetrahedron_real_nonneg (u : Fin 4 → H) :
    let P := triangle (u 0) (u 1) (u 2) * triangle (u 0) (u 2) (u 3) *
      triangle (u 0) (u 3) (u 1) * triangle (u 1) (u 3) (u 2)
    P.im = 0 ∧ 0 ≤ P.re := by
  intro P
  have hP : P = _ := tetrahedron_product u
  rw [hP, Complex.ofReal_im, Complex.ofReal_re]
  exact ⟨rfl, by positivity⟩
```

## The integer multiple of $2\pi$

The step from a positive product to quantised phases concerns complex numbers alone, so it is stated for any finite family `z`. The function `arg` is the principal argument, with values in $(-\pi,\pi]$.

```lean
/-- If a finite product of complex numbers is a positive real, their principal arguments
sum to an integer multiple of `2π`. -/
theorem sum_arg_quantized {F : Type*} [Fintype F] (z : F → ℂ) {r : ℝ} (hr : 0 < r)
    (h : ∏ f, z f = (r : ℂ)) : ∃ n : ℤ, ∑ f, (z f).arg = 2 * Real.pi * n := by
  -- polar form of the whole product
  have hz : ∏ f, z f =
      ((∏ f, ‖z f‖ : ℝ) : ℂ) * Complex.exp (((∑ f, (z f).arg : ℝ) : ℂ) * Complex.I) := by
    rw [Complex.ofReal_prod, Complex.ofReal_sum, Finset.sum_mul, Complex.exp_sum,
      ← Finset.prod_mul_distrib]
    exact Finset.prod_congr rfl fun f _ => (Complex.norm_mul_exp_arg_mul_I (z f)).symm
  have hn : ∏ f, ‖z f‖ = r := by
    rw [← norm_prod, h, Complex.norm_real, Real.norm_of_nonneg hr.le]
  rw [h, hn] at hz
  have hr0 : (r : ℂ) ≠ 0 := Complex.ofReal_ne_zero.mpr hr.ne'
  -- the total phase factor is one
  have he : Complex.exp (((∑ f, (z f).arg : ℝ) : ℂ) * Complex.I) = 1 :=
    mul_left_cancel₀ hr0 (hz.symm.trans (mul_one _).symm)
  obtain ⟨n, hn'⟩ := Complex.exp_eq_one_iff.mp he
  refine ⟨n, Complex.ofReal_injective (mul_right_cancel₀ Complex.I_ne_zero ?_)⟩
  rw [hn']
  push_cast
  ring
```

Here `hz` is the polar form of the whole product, `hn` identifies the product of the moduli with $r$, and `he` is the conclusion $e^{i\Phi}=1$ after cancelling $r$. The lemma `Complex.exp_eq_one_iff` then supplies the integer, and cancelling $i$ leaves the equation for $\Phi$.

For a mesh, the hypothesis `h` requires a nonzero overlap along every edge. Vertices that no edge joins may carry orthogonal vectors.

```lean
/-- On a finite closed oriented mesh with no vanishing edge overlap, the principal phases of
the triangular overlap products sum to an integer multiple of `2π`. -/
theorem flux_quantized {V F E : Type*} [Fintype F] [Fintype E]
    (M : ClosedMesh V F E) (u : V → H) (h : ∀ e, ⟪u (M.src e), u (M.tgt e)⟫_ℂ ≠ 0) :
    ∃ n : ℤ, ∑ f, (M.face u f).arg = 2 * Real.pi * n :=
  sum_arg_quantized _ (Finset.prod_pos fun e _ => pow_pos (norm_pos_iff.mpr (h e)) 2)
    (closed_product M u)
```

The proof combines the two earlier results: nonvanishing overlaps make the product over edges strictly positive, and `closed_product` equates it with the product over faces.

The theorem gives the existence of $n$ and not its value. To identify $n$ with the Chern number of a smooth band on a continuous surface, with the Berry flux signed to match the argument of $T$, it is enough that the differences between the principal phases and the Berry fluxes through their triangles add up to less than $2\pi$ in absolute value. That is a condition on how the band varies between the vertices, about which finitely many vectors say nothing.

For the tetrahedron every pair of vertices is an edge, so the hypothesis becomes that no two of the four vectors are orthogonal. The line `hne` checks that the end points of each edge are distinct, which allows this hypothesis to be applied to them.

```lean
/-- For four state vectors, no two of them orthogonal, the principal phases of the four
oriented faces of the tetrahedron sum to an integer multiple of `2π`. -/
theorem tetrahedron_flux_quantized (u : Fin 4 → H)
    (h : ∀ i j, i ≠ j → ⟪u i, u j⟫_ℂ ≠ 0) :
    ∃ n : ℤ, (triangle (u 0) (u 1) (u 2)).arg + (triangle (u 0) (u 2) (u 3)).arg +
      (triangle (u 0) (u 3) (u 1)).arg + (triangle (u 1) (u 3) (u 2)).arg =
      2 * Real.pi * n := by
  have hne : ∀ e, tetrahedron.src e ≠ tetrahedron.tgt e := by decide
  obtain ⟨n, hn⟩ := flux_quantized tetrahedron u fun e => h _ _ (hne e)
  rw [Fin.sum_univ_four] at hn
  exact ⟨n, hn⟩

end ClosedSurfaceFlux
```

```lean
#print axioms ClosedSurfaceFlux.triangle_gauge_invariant
#print axioms ClosedSurfaceFlux.closed_product
#print axioms ClosedSurfaceFlux.tetrahedron_real_nonneg
#print axioms ClosedSurfaceFlux.tetrahedron_flux_quantized
```

```
'ClosedSurfaceFlux.triangle_gauge_invariant' depends on axioms: [propext, Classical.choice, Quot.sound]
'ClosedSurfaceFlux.closed_product' depends on axioms: [propext, Classical.choice, Quot.sound]
'ClosedSurfaceFlux.tetrahedron_real_nonneg' depends on axioms: [propext, Classical.choice, Quot.sound]
'ClosedSurfaceFlux.tetrahedron_flux_quantized' depends on axioms: [propext, Classical.choice, Quot.sound]
```
